# Near a point nucleus, the small component of a regular Dirac orbital with κ > 0 exceeds the large one

Which radial component of a \(p_{1/2}\) orbital is larger in absolute value very close to the nucleus is decided here by the amplitudes of the leading power of the radius \(r\): the large component \(P(r)\) is taken to behave as \(g\,r^s\) and the small component \(Q(r)\) as \(f\,r^s\), with the same exponent \(s>0\). The nucleus is a point charge, and the orbital belongs to a single electron in its field.

The functions \(P\) and \(Q\) include the usual factor \(r\), so that the radial density is \(P^2+Q^2\). The letters \(g\) and \(f\) denote constant amplitudes, whereas many textbooks use them for the radial functions themselves. The exponent \(s\) is often called \(\gamma\), and \(x\) is not a position but the Coulomb coupling \(Z\alpha\), the nuclear charge number times the fine-structure constant. The angular quantum number \(\kappa\) is \(-1\) for \(s_{1/2}\), \(+1\) for \(p_{1/2}\) and \(-2\) for \(p_{3/2}\).

## The equations for the two amplitudes

```lean
import Mathlib

open Filter Topology

namespace DiracSmallComponentNearNucleus

/-- The leading small-radius Dirac equations for the amplitudes `g` (large component) and
`f` (small component) of `r ^ s`, with angular quantum number `κ` and Coulomb coupling `x`. -/
def LeadingDirac (κ x s g f : ℝ) : Prop :=
  (s + κ) * g = x * f ∧ (s - κ) * f = -x * g
```

`LeadingDirac κ x s g f` is the pair of conditions

\[
(s+\kappa)\,g = x f,\qquad (s-\kappa)\,f = -x g .
\]

The type `Prop` marks it as a statement about five real numbers, which may be true or false. The definition only gives it a name. Since `κ` is any real number, the physical integer values are special cases.

## Where these equations come from

```lean
/-- At any radius `r > 0`, the leading equations hold exactly when `g r ^ s` and `f r ^ s`
satisfy there the radial Dirac equations in which only the terms in `1 / r` are kept. -/
theorem leadingDirac_iff_radial {κ x s g f r : ℝ} (hr : 0 < r) :
    LeadingDirac κ x s g f ↔
      HasDerivAt (fun t : ℝ => g * t ^ s)
        (-(κ / r) * (g * r ^ s) + x / r * (f * r ^ s)) r ∧
      HasDerivAt (fun t : ℝ => f * t ^ s)
        (κ / r * (f * r ^ s) - x / r * (g * r ^ s)) r := by
  -- the derivative of a power, written with the common factor `r ^ s / r`
  have hd : ∀ a : ℝ, HasDerivAt (fun t : ℝ => a * t ^ s) (a * s * (r ^ s / r)) r := by
    intro a
    have h := (Real.hasDerivAt_rpow_const (p := s) (Or.inl hr.ne')).const_mul a
    rw [Real.rpow_sub_one hr.ne'] at h
    exact h.congr_deriv (by ring)
  have hq : r ^ s / r ≠ 0 := (div_pos (Real.rpow_pos_of_pos hr s) hr).ne'
  constructor
  · rintro ⟨h1, h2⟩
    exact ⟨(hd g).congr_deriv (by linear_combination (r ^ s / r) * h1),
      (hd f).congr_deriv (by linear_combination (r ^ s / r) * h2)⟩
  · rintro ⟨h1, h2⟩
    have e1 := (hd g).unique h1
    have e2 := (hd f).unique h2
    exact ⟨mul_left_cancel₀ hq (by linear_combination e1),
      mul_left_cancel₀ hq (by linear_combination e2)⟩
```

`HasDerivAt F a r` says that the function \(F\) has derivative \(a\) at \(r\). The theorem therefore says that the pair above is equivalent, at any chosen \(r>0\), to

\[
P'=-\frac{\kappa}{r}P+\frac{x}{r}Q,\qquad Q'=\frac{\kappa}{r}Q-\frac{x}{r}P
\]

for \(P=g r^s\) and \(Q=f r^s\). These are the radial Dirac equations without their mass and energy terms, whose coefficients stay constant while \(1/r\) grows.

By hand, \((g r^s)'=s g\,r^s/r\), and likewise for \(f\). Every term then contains the positive factor \(r^s/r\). Cancelling it leaves \(sg=-\kappa g+xf\) and \(sf=\kappa f-xg\), which is the pair again.

In the proof, `hd` is this derivative and `hq` says that the common factor is nonzero. One direction multiplies by the factor. The other uses the uniqueness of the derivative and then cancels.

## A balance without the coupling

```lean
/-- The amplitudes of every solution of the leading Dirac equations satisfy
`s (g² + f²) = κ (f² - g²)`. -/
theorem component_balance {κ x s g f : ℝ} (h : LeadingDirac κ x s g f) :
    s * (g ^ 2 + f ^ 2) = κ * (f ^ 2 - g ^ 2) := by
  obtain ⟨h1, h2⟩ := h
  linear_combination g * h1 + f * h2
```

Multiply the first equation by \(g\) and the second by \(f\):

\[
(s+\kappa)g^2=xfg,\qquad (s-\kappa)f^2=-xgf .
\]

In the sum the coupling terms cancel, which leaves

\[
s(g^2+f^2)=\kappa(f^2-g^2).
\]

The tactic line `linear_combination g * h1 + f * h2` is this same recipe: Lean checks by algebra that the stated combination of the two equations gives the goal.

## Exchanging the components

```lean
/-- Exchanging the large and small components, with one change of sign, turns a solution
for `κ` into a solution for `-κ` with the same exponent and coupling, and conversely. -/
theorem component_exchange {κ x s g f : ℝ} :
    LeadingDirac κ x s g f ↔ LeadingDirac (-κ) x s f (-g) := by
  constructor
  · rintro ⟨h1, h2⟩
    exact ⟨by linear_combination h2, by linear_combination -h1⟩
  · rintro ⟨h1, h2⟩
    exact ⟨by linear_combination -h2, by linear_combination h1⟩
```

Replace \((\kappa,g,f)\) by \((-\kappa,f,-g)\). The equations become \((s-\kappa)f=-xg\) and \(-(s+\kappa)g=-xf\), which are the original two in reverse order, one with its sign changed. The two halves of the proof check this in each direction.

## Which amplitude is larger

```lean
/-- For `κ > 0` and a positive exponent, every nonzero solution has a small-component
amplitude that exceeds the large-component amplitude in absolute value. -/
theorem small_component_dominates {κ x s g f : ℝ} (hκ : 0 < κ) (hs : 0 < s)
    (hne : g ≠ 0 ∨ f ≠ 0) (h : LeadingDirac κ x s g f) : |g| < |f| := by
  have hD : 0 < g ^ 2 + f ^ 2 := by
    rcases hne with h0 | h0 <;> positivity
  -- the left side of the balance is positive, hence so is `f² - g²`
  have hpos : 0 < κ * (f ^ 2 - g ^ 2) := by
    rw [← component_balance h]
    exact mul_pos hs hD
  have hdiff : 0 < f ^ 2 - g ^ 2 := (mul_pos_iff_of_pos_left hκ).1 hpos
  exact sq_lt_sq.1 (by linarith)
```

The hypothesis `hne` excludes the solution \(g=f=0\). Then \(g^2+f^2>0\), and with \(s>0\) the left side of the balance is positive. So \(\kappa(f^2-g^2)>0\), and \(\kappa>0\) gives \(f^2>g^2\), that is, \(|g|<|f|\). The steps `hD`, `hpos` and `hdiff` are these three inequalities, and `sq_lt_sq` passes from squares to absolute values.

For \(p_{1/2}\), the small component has orbital angular momentum zero, so the dominant part near the nucleus is \(s\)-like.

```lean
/-- For `κ < 0` and a positive exponent, every nonzero solution has a large-component
amplitude that exceeds the small-component amplitude in absolute value. -/
theorem large_component_dominates {κ x s g f : ℝ} (hκ : κ < 0) (hs : 0 < s)
    (hne : g ≠ 0 ∨ f ≠ 0) (h : LeadingDirac κ x s g f) : |f| < |g| := by
  have h' := small_component_dominates (neg_pos.2 hκ) hs
    (hne.symm.imp_right neg_ne_zero.2) (component_exchange.1 h)
  rwa [abs_neg] at h'
```

For \(\kappa<0\) the order is reversed. The exchanged amplitudes \((f,-g)\) solve the equations for \(-\kappa>0\), so the previous theorem gives \(|f|<|-g|=|g|\). This is the case of \(s_{1/2}\) and \(p_{3/2}\).

## The share of the density

```lean
/-- For `κ > 0` and a positive exponent, the small component of a nonzero solution carries
the fraction `(1 + √(κ² - x²) / κ) / 2` of the leading radial density. -/
theorem small_component_fraction {κ x s g f : ℝ} (hκ : 0 < κ) (hs : 0 < s)
    (hne : g ≠ 0 ∨ f ≠ 0) (h : LeadingDirac κ x s g f) :
    f ^ 2 / (g ^ 2 + f ^ 2) = (1 + √(κ ^ 2 - x ^ 2) / κ) / 2 := by
  have hf : f ≠ 0 :=
    abs_pos.1 (lt_of_le_of_lt (abs_nonneg g) (small_component_dominates hκ hs hne h))
  have hbal := component_balance h
  obtain ⟨h1, h2⟩ := h
  -- eliminating `g` expresses the exponent through `κ` and `x`
  have hsq : κ ^ 2 - x ^ 2 = s ^ 2 :=
    mul_right_cancel₀ hf (by linear_combination x * h1 - (s + κ) * h2)
  have hD : g ^ 2 + f ^ 2 ≠ 0 := by positivity
  have hk : s / κ * (g ^ 2 + f ^ 2) = f ^ 2 - g ^ 2 := by
    rw [div_mul_eq_mul_div, div_eq_iff hκ.ne']
    linear_combination hbal
  rw [hsq, Real.sqrt_sq hs.le, div_eq_iff hD]
  linear_combination (-1 / 2) * hk
```

The small component's share of the leading density is

\[
\frac{f^2}{g^2+f^2}=\frac12\left(1+\frac{\sqrt{\kappa^2-x^2}}{\kappa}\right).
\]

To derive it, multiply the second equation by \(s+\kappa\) and insert the first:

\[
(s^2-\kappa^2)f=-x(s+\kappa)g=-x^2f .
\]

The previous section's inequality gives \(f\neq0\), so \(s^2=\kappa^2-x^2\), and \(s>0\) selects the positive root. The balance reads \(f^2-g^2=(s/\kappa)(g^2+f^2)\). Adding \(g^2+f^2\) to both sides and dividing by \(2(g^2+f^2)\) gives the formula.

In Lean, `hsq` is the elimination and `hk` is the rearranged balance. The share refers to the limit of small radii, not to the density integrated over the orbital.

## From amplitudes to radial functions

```lean
/-- Let the radial functions `P` (large) and `Q` (small) behave as `g r ^ s` and `f r ^ s`
at the nucleus, with `s > 0` and amplitudes that are not both zero and solve the leading
Dirac equations for some `κ > 0`. Then `|P r| < |Q r|` at all sufficiently small radii. -/
theorem small_component_dominates_near_nucleus {κ x s g f : ℝ} {P Q : ℝ → ℝ}
    (hκ : 0 < κ) (hs : 0 < s) (hne : g ≠ 0 ∨ f ≠ 0) (h : LeadingDirac κ x s g f)
    (hP : Tendsto (fun r => P r / r ^ s) (𝓝[>] 0) (𝓝 g))
    (hQ : Tendsto (fun r => Q r / r ^ s) (𝓝[>] 0) (𝓝 f)) :
    ∀ᶠ r in 𝓝[>] (0 : ℝ), |P r| < |Q r| := by
  -- the strict inequality of the limits persists close to the nucleus
  have hev := hP.abs.eventually_lt hQ.abs (small_component_dominates hκ hs hne h)
  filter_upwards [hev, self_mem_nhdsWithin] with r hr hr0
  have hp : 0 < r ^ s := Real.rpow_pos_of_pos hr0 s
  rw [abs_div, abs_div, abs_of_pos hp] at hr
  have hm := mul_lt_mul_of_pos_right hr hp
  rwa [div_mul_cancel₀ _ hp.ne', div_mul_cancel₀ _ hp.ne'] at hm
```

Here `P` and `Q` are arbitrary real functions. The hypotheses `hP` and `hQ` say that

\[
\frac{P(r)}{r^s}\to g,\qquad \frac{Q(r)}{r^s}\to f\qquad (r\to0^+).
\]

The conclusion is that \(|P(r)|<|Q(r)|\) for all sufficiently small \(r>0\). No value is given for the radius up to which this holds.

By hand, the absolute values of the two ratios tend to \(|g|\) and \(|f|\), and \(|g|<|f|\) is already known. Close enough to zero the ratios are therefore in the same order, and multiplying by \(r^s>0\) gives the claim.

The passage from limits to functions rests on Mathlib's `eventually_lt`. The symbol `𝓝[>] 0` stands for approach to zero from the right, and `∀ᶠ r in 𝓝[>] 0` means "there is an \(\varepsilon>0\) such that for all \(r\) with \(0<r<\varepsilon\)". If \(u\to a\) and \(v\to b\) with \(a<b\), then \(u\) eventually lies below the midpoint \((a+b)/2\) and \(v\) above it, so \(u<v\). `eventually_lt` packages this argument, and the proof applies it to `hP.abs` and `hQ.abs`, the limits of the absolute values. The line with `filter_upwards` then takes one such radius, together with the fact that it is positive, and the remaining lines clear the denominator \(r^s\).

One step towards a real orbital is left to the user of the theorem: showing that a solution of the full radial equations, with mass and energy terms, has these two limits for some \(s>0\), that they are not both zero, and that they satisfy `LeadingDirac`.

For relativistic calculations of core levels, the result means that, in this one-electron model with a point nucleus, the small component of \(p_{1/2}\) is no minor correction at short range.

## A numerical case, and the same case with a negative exponent

```lean
/-- For `κ = 1` and coupling `3/5`, the exponent `4/5` with amplitudes `g = 1` and `f = 3`
solves the leading Dirac equations. -/
theorem leadingDirac_witness : LeadingDirac 1 (3 / 5) (4 / 5) 1 3 := by
  constructor <;> norm_num

end DiracSmallComponentNearNucleus
```

With \(\kappa=1\), \(x=3/5\) and \(s=4/5\), the amplitudes \(g=1\) and \(f=3\) give

\[
\tfrac95\cdot1=\tfrac35\cdot3,\qquad -\tfrac15\cdot3=-\tfrac35\cdot1 .
\]

Scaled so that \(g^2+f^2=1\), they are \(1/\sqrt{10}\) and \(3/\sqrt{10}\). The small component's share is \(9/10\), in agreement with the formula.

Now keep \(\kappa\) and \(x\) but take \(s=-4/5\). The equations become \(\tfrac15g=\tfrac35f\) and \(-\tfrac95f=-\tfrac35g\), and both are solved by \(g=3\), \(f=1\). The large component now dominates although \(\kappa>0\), so assuming only \(s\neq0\) in place of \(s>0\) would not be enough. Physically, \(s>0\) selects what is called the regular solution, for which \(P\) and \(Q\) vanish at the nucleus, and the negative exponent belongs to the irregular one. The orbital itself contains \(P/r\) and \(Q/r\), so for \(s<1\), as here, even the regular solution diverges weakly at a point nucleus.

```lean
#print axioms DiracSmallComponentNearNucleus.leadingDirac_iff_radial
-- 'DiracSmallComponentNearNucleus.leadingDirac_iff_radial' depends on axioms: [propext, Classical.choice, Quot.sound]
#print axioms DiracSmallComponentNearNucleus.large_component_dominates
-- 'DiracSmallComponentNearNucleus.large_component_dominates' depends on axioms: [propext, Classical.choice, Quot.sound]
#print axioms DiracSmallComponentNearNucleus.small_component_fraction
-- 'DiracSmallComponentNearNucleus.small_component_fraction' depends on axioms: [propext, Classical.choice, Quot.sound]
#print axioms DiracSmallComponentNearNucleus.small_component_dominates_near_nucleus
-- 'DiracSmallComponentNearNucleus.small_component_dominates_near_nucleus' depends on axioms: [propext, Classical.choice, Quot.sound]
```
